# The Jordan-Wigner Phase of an Excitation String Between Determinants with Equally Many Electrons

Two electrons occupy the spin orbitals 0 and 1, and a double excitation moves them to the orbitals 2 and 3. With which sign does the string $c_2^\dagger c_3^\dagger c_1 c_0$ turn the first determinant into the second? Each ladder operator contributes a factor $-1$ for every electron in an orbital below the one it acts on, and the rightmost operator acts first:

- $c_0$ finds no electron below orbital 0 and gives $+1$.
- $c_1$ finds none below orbital 1, because orbital 0 is now empty, and gives $+1$.
- $c_3^\dagger$ acts on the vacuum and gives $+1$.
- $c_2^\dagger$ finds only the electron in orbital 3, which lies above it, and gives $+1$.

The sign is $+1$. Now count in the two determinants themselves, ignoring the intermediate states. In $\{0,1\}$ the orbitals 0 and 1 have 0 and 1 electrons below them, and in $\{2,3\}$ the orbitals 2 and 3 also have 0 and 1. The total is 2, which is even, so the sign is again $+1$. The count for the annihilators was too large by one, and so was the count for the creators. The two errors cancel in the sign, and they do so for every excitation that conserves the electron number, provided that the string is ordered as here: the annihilators empty the lowest orbital first, and the creators fill the highest first.

## The phase from counts in the initial and final determinants

Let $S$ and $T$ be finite sets of occupied spin orbitals, with determinants $|S\rangle$ and $|T\rangle$, and let $n_S(p)$ be the number of orbitals of $S$ below $p$. Let $i_1<\dots<i_k$ be the orbitals in $S\setminus T$, which are vacated, and $a_1<\dots<a_l$ those in $T\setminus S$, which are filled. If $S$ and $T$ have equally many elements, then $l=k$ and

$$c_{a_1}^\dagger\cdots c_{a_k}^\dagger\,c_{i_k}\cdots c_{i_1}|S\rangle=(-1)^m|T\rangle,\qquad m=\sum_{j=1}^k n_S(i_j)+\sum_{j=1}^k n_T(a_j).$$

**Annihilators.** When $c_{i_j}$ acts, the orbitals $i_1,\dots,i_{j-1}$ are already empty. All of them lie below $i_j$, so the operator sees $n_S(i_j)-(j-1)$ electrons below it. The exponents add up to

$$\sum_{j=1}^k n_S(i_j)-\frac{k(k-1)}2 .$$

Replacing the minus sign by a plus changes the exponent by $k(k-1)$, which is even, so the phase stays the same. Up to this phase, the state is now $|S\cap T\rangle$.

**Creators.** These act with the highest orbital first. When $c_{a_j}^\dagger$ acts, the orbitals filled so far all lie above $a_j$ and don't count. The operator sees $n_{S\cap T}(a_j)$ electrons. In the final determinant $a_1,\dots,a_{j-1}$ are occupied as well, so $n_T(a_j)=n_{S\cap T}(a_j)+(j-1)$. The exponents add up to $\sum_j n_T(a_j)-l(l-1)/2$, and the sign of the correction is again immaterial.

**Both together.** For $S$ and $T$ of any sizes the exponent is, modulo 2,

$$\sum_{j=1}^k n_S(i_j)+\sum_{j=1}^l n_T(a_j)+\frac{k(k-1)}2+\frac{l(l-1)}2 .$$

Since $|S|=k+|S\cap T|$ and $|T|=l+|S\cap T|$, equal sizes give $k=l$. The corrections then add up to the even number $k(k-1)$ and drop out. For $S=T$ the string is empty and the phase is $+1$.

In configuration interaction with determinants built from one common orthonormal orbital set, this phase multiplies the Slater-Condon expression for the matrix element $\langle T|H|S\rangle$ of the Hamiltonian. For a double excitation that expression is the single antisymmetrised integral $\langle a_1a_2|i_1i_2\rangle-\langle a_1a_2|i_2i_1\rangle$, in physicists' notation and with the orbitals in increasing order; for a single excitation it is a one-electron integral plus a sum of antisymmetrised integrals. The result here concerns the phase alone and contains no Hamiltonian or integrals.

## Determinants and ladder operators in Lean

The type `α` holds the spin orbitals. All it needs is a linear order, which fixes what "below" means and need not follow the orbital energies. For $n$ orbitals one takes `Fin n`, numbered from 0.

```lean
import Mathlib

namespace JordanWignerPhase

noncomputable section

variable {α : Type*} [LinearOrder α]
```

The vectors of the Fock space are taken here to be the finite complex combinations of determinants of any electron number. For finitely many orbitals these are all the vectors there are.

```lean
/-- Fock space: finite complex combinations of determinants, each labelled by its finite set
of occupied spin orbitals. -/
abbrev Fock (α : Type*) := Finset α →₀ ℂ
```

`ket S` is $|S\rangle$, with coefficient 1.

```lean
/-- The determinant in which exactly the orbitals of `S` are occupied. -/
def ket (S : Finset α) : Fock α := Finsupp.single S 1
```

`below S p` is $n_S(p)$; the orbital $p$ itself is never counted.

```lean
/-- The number of orbitals of `S` that lie below the orbital `p`. -/
def below (S : Finset α) (p : α) : ℕ := (S.filter (fun q => q < p)).card
```

The annihilator $c_p$ and the creator $c_p^\dagger$ are defined on determinants by the sign rule and extended linearly. "Jordan-Wigner" refers to this sign convention; no mapping to spins or qubits is involved. The convention is the one in which $|S\rangle$ arises from the vacuum by creators written in increasing order from left to right.

```lean
/-- The annihilator of orbital `p`: it empties `p` with the Jordan-Wigner sign, and gives zero
if `p` is empty. -/
def annihilate (p : α) : Module.End ℂ (Fock α) :=
  Finsupp.linearCombination ℂ (fun S : Finset α =>
    if p ∈ S then (-1 : ℂ) ^ below S p • ket (S.erase p) else 0)

/-- The creator of orbital `p`: it fills `p` with the Jordan-Wigner sign, and gives zero
if `p` is occupied. -/
def create (p : α) : Module.End ℂ (Fock α) :=
  Finsupp.linearCombination ℂ (fun S : Finset α =>
    if p ∈ S then 0 else (-1 : ℂ) ^ below S p • ket (insert p S))
```

The code does not construct antisymmetrised products of orthonormal spin orbitals. That `ket S` stands for such a product, and these two maps for the usual operators on such products, is the standard identification of second quantisation and is assumed here.

## One operator at a time

On a determinant where the operator does not give zero, its action can be read off the definition. The proofs evaluate the linear extension on a single basis state and select the matching branch of the `if`.

```lean
/-- Annihilating an occupied orbital gives the sign of the number of electrons below it. -/
theorem annihilate_ket {S : Finset α} {p : α} (h : p ∈ S) :
    annihilate p (ket S) = (-1 : ℂ) ^ below S p • ket (S.erase p) := by
  change Finsupp.linearCombination ℂ _ (Finsupp.single S 1) = _
  rw [Finsupp.linearCombination_single, one_smul, if_pos h]

/-- Creating an electron in an empty orbital gives the sign of the number of electrons
below it. -/
theorem create_ket {S : Finset α} {p : α} (h : p ∉ S) :
    create p (ket S) = (-1 : ℂ) ^ below S p • ket (insert p S) := by
  change Finsupp.linearCombination ℂ _ (Finsupp.single S 1) = _
  rw [Finsupp.linearCombination_single, one_smul, if_neg h]
```

Three counting lemmas follow. The first says that even changes of the exponent leave the phase alone.

```lean
/-- Two fermionic phases agree if their exponents differ by an even number. -/
theorem sign_eq {m n k : ℕ} (h : m = n + 2 * k) : (-1 : ℂ) ^ m = (-1 : ℂ) ^ n := by
  rw [h, pow_add, pow_mul]
  simp
```

The second says that an electron added in $i$ raises the count of every orbital above $i$ by one.

```lean
/-- Filling an empty orbital `i` raises by one the count below any higher orbital `j`. -/
theorem below_insert {U : Finset α} {i j : α} (hi : i ∉ U) (h : i < j) :
    below (insert i U) j = below U j + 1 := by
  unfold below
  rw [Finset.filter_insert, if_pos h, Finset.card_insert_of_notMem (by simp [hi])]
```

The third adds up such shifts over a list: if every count rises by one, the sum rises by the length of the list.

```lean
/-- If each orbital in a list has its count raised by one, the total count rises by the length
of the list. -/
theorem sum_shift {β : Type*} {l : List β} {f g : β → ℕ} (h : ∀ j ∈ l, f j = g j + 1) :
    (l.map f).sum = (l.map g).sum + l.length := by
  induction l with
  | nil => simp
  | cons x t ih =>
    have h1 := h x (by simp)
    have h2 := ih (fun j hj => h j (by simp [hj]))
    simp only [List.map_cons, List.sum_cons, List.length_cons]
    omega
```

## Strings of annihilators and creators

The orbitals of a string come as a list `l` (not the number $l$ of the derivation), and `l.Pairwise (· < ·)` says that it is strictly increasing. A product of operators is a composition, so the reversed list in the next theorem puts $c_{i_1}$ on the right, where it acts first. The correction $k(k-1)/2$ appears as `l.length.choose 2`, with a plus sign.

The proof is an induction on the list, for all $S$ at once, because the remaining orbitals are removed from `S.erase i` and no longer from `S`. The proof of `hsum` shows that each remaining orbital has one electron fewer below it than in `S`. Repeated at every stage, this produces the shift $j-1$ of the derivation. If `t` is the remaining list, the counts in `S` exceed those in `S.erase i` by `t.length` in total, and the correction grows by `t.length` too (`hc`). The claimed exponent therefore differs from the accumulated one by twice that length, and `sign_eq` closes the step.

```lean
/-- Emptying occupied orbitals `i1 < ... < ik` of `S`, lowest first, gives the phase of the
counts in `S`, corrected by `k(k-1)/2`. -/
theorem annihilate_string {l : List α} {S : Finset α} (hl : l.Pairwise (· < ·))
    (hS : l.toFinset ⊆ S) :
    (l.reverse.map annihilate).prod (ket S) =
      (-1 : ℂ) ^ ((l.map (below S)).sum + l.length.choose 2) • ket (S \ l.toFinset) := by
  induction l generalizing S with
  | nil => simp
  | cons i t ih =>
    obtain ⟨hi, ht⟩ := List.pairwise_cons.mp hl
    have hiS : i ∈ S := hS (by simp)
    have hsub : t.toFinset ⊆ S.erase i := by
      intro j hj
      have hj' : j ∈ t := List.mem_toFinset.mp hj
      exact Finset.mem_erase.mpr ⟨(hi j hj').ne', hS (by simp [hj'])⟩
    -- once `i` is empty, every later orbital has one electron fewer below it
    have hsum := sum_shift (l := t) (f := below S) (g := below (S.erase i)) (fun j hj => by
      have h := below_insert (Finset.notMem_erase i S) (hi j hj)
      rwa [Finset.insert_erase hiS] at h)
    have hset : S.erase i \ t.toFinset = S \ (i :: t).toFinset := by
      ext j
      simp only [Finset.mem_sdiff, Finset.mem_erase, List.mem_toFinset, List.mem_cons]
      tauto
    have hc : (t.length + 1).choose 2 = t.length + t.length.choose 2 := by
      have h := Nat.choose_succ_succ t.length 1
      rw [Nat.choose_one_right] at h
      exact h
    have hprod : ((i :: t).reverse.map annihilate).prod =
        (t.reverse.map annihilate).prod * annihilate i := by
      rw [List.reverse_cons, List.map_append, List.prod_append]
      simp
    rw [hprod, Module.End.mul_apply, annihilate_ket hiS, map_smul, ih ht hsub, hset,
      smul_smul, ← pow_add]
    congr 1
    exact (sign_eq (k := t.length) (by
      simp only [List.map_cons, List.sum_cons, List.length_cons]
      omega)).symm
```

For the creators, `C` is the determinant before filling, and the counts refer to the final one, `C ∪ l.toFinset`. The induction fills the higher orbitals `t` first and the lowest orbital `a` last. That last electron raises the final count of each orbital in `t` by one (added up in `hsum`) and leaves the count of `a` unchanged (`hself`). The exponents again differ by twice the length of `t`.

```lean
/-- Filling empty orbitals `a1 < ... < ak`, highest first, gives the phase of the counts in the
final determinant, corrected by `k(k-1)/2`. -/
theorem create_string {l : List α} {C : Finset α} (hl : l.Pairwise (· < ·))
    (hC : ∀ a ∈ l, a ∉ C) :
    (l.map create).prod (ket C) =
      (-1 : ℂ) ^ ((l.map (below (C ∪ l.toFinset))).sum + l.length.choose 2) •
        ket (C ∪ l.toFinset) := by
  induction l with
  | nil => simp
  | cons a t ih =>
    obtain ⟨ha, ht⟩ := List.pairwise_cons.mp hl
    have hset : C ∪ (a :: t).toFinset = insert a (C ∪ t.toFinset) := by
      rw [List.toFinset_cons, Finset.union_insert]
    have ha' : a ∉ C ∪ t.toFinset := by
      intro h
      rcases Finset.mem_union.mp h with h | h
      · exact hC a (by simp) h
      · exact lt_irrefl a (ha a (List.mem_toFinset.mp h))
    -- the last electron, in `a`, raises the count of every higher orbital by one
    have hsum := sum_shift (l := t) (f := below (insert a (C ∪ t.toFinset)))
      (g := below (C ∪ t.toFinset)) (fun j hj => below_insert ha' (ha j hj))
    have hself : below (insert a (C ∪ t.toFinset)) a = below (C ∪ t.toFinset) a := by
      unfold below
      rw [Finset.filter_insert, if_neg (lt_irrefl a)]
    have hc : (t.length + 1).choose 2 = t.length + t.length.choose 2 := by
      have h := Nat.choose_succ_succ t.length 1
      rw [Nat.choose_one_right] at h
      exact h
    rw [hset]
    simp only [List.map_cons, List.prod_cons, List.sum_cons, List.length_cons,
      Module.End.mul_apply]
    rw [ih ht (fun b hb => hC b (by simp [hb])), map_smul, create_ket ha', smul_smul,
      ← pow_add]
    congr 1
    exact (sign_eq (k := t.length) (by omega)).symm
```

## The phase for any sizes, and for equal sizes

In the next two theorems `occ` lists only the vacated orbitals $S\setminus T$, and `vir` only the filled ones $T\setminus S$. This is narrower than the usual meaning of "occupied" and "virtual". The hypotheses `hocc` and `hI` together say that `occ` is the increasing list of $S\setminus T$, and `hvir` and `hA` say the same of `vir` and $T\setminus S$.

The first theorem allows different electron numbers and keeps both corrections. In its proof, `hS` states that the annihilators leave $S\cap T$, `hC` that the orbitals to be filled are empty there, and `hT` that filling them gives $T$. The two string theorems are then applied in turn and their phases multiplied. Since the lists have no repeated entries, sums over them become sums over the sets.

```lean
/-- The phase between determinants `S` and `T` of any sizes: with `occ` listing `S \ T` and
`vir` listing `T \ S` in increasing order, each list of length `k` adds `k(k-1)/2` to the
counts. -/
theorem general_phase {S T : Finset α} {occ vir : List α}
    (hocc : occ.Pairwise (· < ·)) (hvir : vir.Pairwise (· < ·))
    (hI : occ.toFinset = S \ T) (hA : vir.toFinset = T \ S) :
    ((vir.map create).prod * (occ.reverse.map annihilate).prod) (ket S) =
      (-1 : ℂ) ^ (∑ i ∈ S \ T, below S i + ∑ a ∈ T \ S, below T a +
        ((S \ T).card.choose 2 + (T \ S).card.choose 2)) • ket T := by
  have hS : S \ occ.toFinset = S ∩ T := by
    rw [hI]
    ext j
    simp only [Finset.mem_sdiff, Finset.mem_inter]
    tauto
  have hT : S ∩ T ∪ vir.toFinset = T := by
    rw [hA]
    ext j
    simp only [Finset.mem_sdiff, Finset.mem_inter, Finset.mem_union]
    tauto
  have hC : ∀ a ∈ vir, a ∉ S ∩ T := by
    intro a ha h
    have h' : a ∈ T \ S := by
      rw [← hA]
      exact List.mem_toFinset.mpr ha
    exact (Finset.mem_sdiff.mp h').2 (Finset.mem_inter.mp h).1
  have no : occ.Nodup := hocc.imp (fun h => ne_of_lt h)
  have nv : vir.Nodup := hvir.imp (fun h => ne_of_lt h)
  rw [Module.End.mul_apply, annihilate_string hocc (by rw [hI]; exact Finset.sdiff_subset),
    hS, map_smul, create_string hvir hC, hT, smul_smul, ← pow_add, ← hI, ← hA,
    List.sum_toFinset (below S) no, List.sum_toFinset (below T) nv,
    List.toFinset_card_of_nodup no,
    List.toFinset_card_of_nodup nv]
  congr 1
  exact sign_eq (k := 0) (by omega)
```

The phase rule adds the hypothesis `hcard` that $S$ and $T$ contain equally many electrons. The proof splits each set into its difference and the common part $S\cap T$, which gives $|S\setminus T|=|T\setminus S|$. The two corrections are then the same number, their sum is even, and `sign_eq` removes it.

Equal parity of the electron numbers would not be enough for the shorter formula. For $S=\{0,1\}$ and $T=\varnothing$, the string $c_1c_0$ gives $+|\varnothing\rangle$, while the counts in $S$ add up to 1 and would predict a minus sign.

```lean
/-- Jordan-Wigner phase rule: for `S` and `T` with equally many electrons, and `occ`, `vir`
listing `S \ T`, `T \ S` in increasing order, the excitation string maps `S` to `T` with the
parity of the counts in `S` below each vacated and in `T` below each filled orbital. -/
theorem phase_rule {S T : Finset α} (hcard : S.card = T.card) {occ vir : List α}
    (hocc : occ.Pairwise (· < ·)) (hvir : vir.Pairwise (· < ·))
    (hI : occ.toFinset = S \ T) (hA : vir.toFinset = T \ S) :
    ((vir.map create).prod * (occ.reverse.map annihilate).prod) (ket S) =
      (-1 : ℂ) ^ (∑ i ∈ S \ T, below S i + ∑ a ∈ T \ S, below T a) • ket T := by
  -- as many orbitals are vacated as are filled, so the two corrections cancel
  have h : (S \ T).card = (T \ S).card := by
    have h1 := Finset.card_sdiff_add_card_inter S T
    have h2 := Finset.card_sdiff_add_card_inter T S
    rw [Finset.inter_comm] at h2
    omega
  rw [general_phase hocc hvir hI hA]
  congr 1
  exact sign_eq (k := (T \ S).card.choose 2) (by rw [h]; omega)

end

end JordanWignerPhase
```

```lean
#print axioms JordanWignerPhase.phase_rule
-- 'JordanWignerPhase.phase_rule' depends on axioms: [propext, Classical.choice, Quot.sound]
```
